# For a uniform spectrum on [−1, 1], the Ritz density built from arcsine stages reaches 1/2 inside the spectrum exactly where √(1 − t²) ≤ |x| < 1

The Ritz density is defined here by an integral over arcsine densities, and the Lanczos recursion itself does not appear. The setting behind the integral is a large symmetric matrix whose eigenvalues fill [−1, 1] evenly, treated by Lanczos in exact arithmetic from a starting vector with comparable weight on every eigenvector. The number t is the ratio of Lanczos steps to matrix dimension, and the density at x counts Ritz values per unit length, divided by the dimension. On the same scale the eigenvalues have density 1/2, a total weight of one spread over a length of two. That the integral describes the Ritz values of such matrices in the limit of large dimension is assumed.

An alternative definition takes the Ritz density ρ as the density on [−1, 1] of total weight t, bounded by 1/2, that minimises the logarithmic repulsion energy. The bound would then be part of the definition, and the arcsine formula would need a proof from potential theory. With the integral as definition, the bound is a theorem and calculus suffices.

```lean
import Mathlib

open Real Filter

namespace LanczosRitzDensity

noncomputable section
```

## Stages and their accumulation

Let s run from 0 to t as the Lanczos process advances. At stage s, the growth of the Ritz density is taken to spread over the interval of half-width √(1 − s²), the part of the spectrum not yet saturated. It follows the arcsine density, which is the equilibrium distribution of logarithmically repelling charges on an interval:

w(s, x) = 1/(π √(1 − s² − x²)).

In Lean this is `arcsineDensity s x`, a function of two real numbers.

```lean
/-- The arcsine density at stage `s`, belonging to the interval of half-width `√(1 - s²)`
centred at zero. -/
def arcsineDensity (s x : ℝ) : ℝ := 1 / (π * √(1 - s ^ 2 - x ^ 2))
```

A point x belongs to the stage interval as long as s ≤ √(1 − x²). The Ritz density adds up the stages reached so far that still contain x:

ρ(t, x) = ∫ w(s, x) ds, from s = 0 to s = min(t, √(1 − x²)).

```lean
/-- The Ritz density at the ratio `t` of Lanczos steps to dimension: the arcsine densities
accumulated over the stages up to `t` whose interval still contains `x`. -/
def ritzDensity (t x : ℝ) : ℝ :=
  ∫ s in (0 : ℝ)..min t (√(1 - x ^ 2)), arcsineDensity s x
```

## Integrating up to the singular edge

For −c < s < c the half-width c is positive, so √(c² − s²) = c √(1 − (s/c)²). The chain rule gives

d/ds [arcsin(s/c)/π] = (1/π) · (1/c) / √(1 − (s/c)²) = 1/(π √(c² − s²)).

The Lean proof first shows that s/c is neither −1 nor 1, where arcsin has no finite derivative. It then composes the two derivatives and pulls c out of the square root.

```lean
/-- Inside an interval of half-width `c`, the function `arcsin (s / c) / π` has the arcsine
density as its derivative. -/
theorem hasDerivAt_arcsin_scaled {c s : ℝ} (h1 : -c < s) (h2 : s < c) :
    HasDerivAt (fun u : ℝ => Real.arcsin (u / c) / π) (1 / (π * √(c ^ 2 - s ^ 2))) s := by
  have hc : 0 < c := by linarith
  have hl : s / c ≠ -1 := by
    intro h
    rw [div_eq_iff hc.ne'] at h
    linarith
  have hr : s / c ≠ 1 := by
    intro h
    rw [div_eq_iff hc.ne'] at h
    linarith
  have hd : HasDerivAt (fun u : ℝ => u / c) (1 / c) s := (hasDerivAt_id s).div_const c
  have h3 := (Real.hasDerivAt_arcsin hl hr).comp s hd
  refine (h3.div_const π).congr_deriv ?_
  -- pull the half-width out of the square root
  have hs : c ^ 2 - s ^ 2 = c ^ 2 * (1 - (s / c) ^ 2) := by
    field_simp
  rw [hs, Real.sqrt_mul (sq_nonneg c), Real.sqrt_sq hc.le]
  ring
```

For c > 0 and −c ≤ a ≤ b ≤ c, integration gives

∫ ds/(π √(c² − s²)) = [arcsin(b/c) − arcsin(a/c)]/π, from s = a to s = b.

The integrand diverges at s = ±c, but its antiderivative is continuous there. A continuous function with a nonnegative derivative on the open interval has an integrable derivative, and the fundamental theorem of calculus then applies. Integrability is proved along with the value because Lean assigns the integral 0 to a function that is not integrable.

```lean
/-- The arcsine density is integrable up to the edges of its interval, and its integral is a
difference of arcsines divided by `π`. -/
theorem arcsine_integral {a b c : ℝ} (ha : -c ≤ a) (hab : a ≤ b) (hb : b ≤ c) :
    IntervalIntegrable (fun s : ℝ => 1 / (π * √(c ^ 2 - s ^ 2))) MeasureTheory.volume a b ∧
    ∫ s in a..b, 1 / (π * √(c ^ 2 - s ^ 2)) =
      (Real.arcsin (b / c) - Real.arcsin (a / c)) / π := by
  have hF : Continuous (fun u : ℝ => Real.arcsin (u / c) / π) :=
    (Real.continuous_arcsin.comp (continuous_id.div_const c)).div_const π
  have hd : ∀ s ∈ Set.Ioo a b,
      HasDerivAt (fun u : ℝ => Real.arcsin (u / c) / π) (1 / (π * √(c ^ 2 - s ^ 2))) s :=
    fun s hs => hasDerivAt_arcsin_scaled (by linarith [hs.1]) (by linarith [hs.2])
  -- a nonnegative derivative of a continuous function is integrable
  have hi : IntervalIntegrable (fun s : ℝ => 1 / (π * √(c ^ 2 - s ^ 2)))
      MeasureTheory.volume a b := by
    apply intervalIntegral.intervalIntegrable_deriv_of_nonneg hF.continuousOn
    · rw [min_eq_left hab, max_eq_right hab]
      exact hd
    · intro s _
      positivity
  refine ⟨hi, ?_⟩
  rw [intervalIntegral.integral_eq_sub_of_hasDerivAt_of_le hab hF.continuousOn hd hi]
  ring
```

The first use of this formula fixes s with |s| < 1 and integrates over x, with c = √(1 − s²):

∫ w(s, x) dx = [π/2 − (−π/2)]/π = 1, from x = −c to x = c.

Each stage therefore carries total weight one.

```lean
/-- At every stage `|s| < 1` the arcsine density has total weight one. -/
theorem arcsineDensity_normalized {s : ℝ} (hs : |s| < 1) :
    ∫ x in (-√(1 - s ^ 2))..√(1 - s ^ 2), arcsineDensity s x = 1 := by
  have hpos : 0 < 1 - s ^ 2 := sub_pos.mpr ((sq_lt_one_iff_abs_lt_one s).mpr hs)
  have hc : 0 < √(1 - s ^ 2) := Real.sqrt_pos.mpr hpos
  have hf : (fun x => arcsineDensity s x) =
      fun x => 1 / (π * √(√(1 - s ^ 2) ^ 2 - x ^ 2)) := by
    funext x
    rw [arcsineDensity, Real.sq_sqrt hpos.le]
  rw [hf, (arcsine_integral (c := √(1 - s ^ 2)) le_rfl (by linarith) le_rfl).2,
    neg_div, div_self hc.ne',
    Real.arcsin_neg, Real.arcsin_one, sub_neg_eq_add, add_halves, div_self Real.pi_ne_zero]
```

## The closed form and its growth

Now fix x with |x| < 1 and set c = √(1 − x²) > 0. Then 1 − s² − x² = c² − s², and for t ≥ 0

ρ(t, x) = arcsin(min(t, c)/c)/π = arcsin(min(1, t/c))/π.

The proof rewrites the integrand in this form, applies the integral formula with a = 0 and b = min(t, c), and divides the minimum by c.

```lean
/-- Closed form of the Ritz density at a point inside the spectrum. -/
theorem ritzDensity_eq {t x : ℝ} (ht : 0 ≤ t) (hx : |x| < 1) :
    ritzDensity t x = Real.arcsin (min 1 (t / √(1 - x ^ 2))) / π := by
  have hpos : 0 < 1 - x ^ 2 := sub_pos.mpr ((sq_lt_one_iff_abs_lt_one x).mpr hx)
  have hc : 0 < √(1 - x ^ 2) := Real.sqrt_pos.mpr hpos
  have hf : (fun s => arcsineDensity s x) =
      fun s => 1 / (π * √(√(1 - x ^ 2) ^ 2 - s ^ 2)) := by
    funext s
    rw [arcsineDensity, Real.sq_sqrt hpos.le,
      show 1 - s ^ 2 - x ^ 2 = 1 - x ^ 2 - s ^ 2 by ring]
  unfold ritzDensity
  rw [hf, (arcsine_integral (c := √(1 - x ^ 2)) (by linarith) (le_min ht hc.le)
      (min_le_right _ _)).2,
    zero_div, Real.arcsin_zero, sub_zero, ← min_div_div_right hc.le, div_self hc.ne', min_comm]
```

If t > 0 and t² + x² < 1, then t < c, and the same holds for all u near t. The minimum is then inactive, and differentiating arcsin(u/c)/π at u = t gives

∂ρ/∂t = 1/(π √(1 − t² − x²)) = w(t, x).

Before saturation, the density at x thus grows at the rate set by the current stage. In Lean, `Ioo_mem_nhds` supplies the neighbourhood (0, c) of t, and `filter_upwards` reduces the claim to points u in it, where the closed form loses its minimum.

```lean
/-- As long as `t² + x² < 1`, the Ritz density at `x` grows with `t` at a rate equal to the
arcsine density of the current stage. -/
theorem ritzDensity_growth {t x : ℝ} (ht : 0 < t) (h : t ^ 2 + x ^ 2 < 1) :
    HasDerivAt (fun u => ritzDensity u x) (arcsineDensity t x) t := by
  have hx : |x| < 1 := (sq_lt_one_iff_abs_lt_one x).mp (by nlinarith [sq_nonneg t])
  have hpos : 0 ≤ 1 - x ^ 2 := by nlinarith [sq_nonneg t]
  have hc : t < √(1 - x ^ 2) := Real.lt_sqrt_of_sq_lt (by linarith)
  have hd := hasDerivAt_arcsin_scaled (c := √(1 - x ^ 2)) (s := t) (by linarith) hc
  -- near `t` the minimum in the closed form is inactive
  have he : (fun u => ritzDensity u x) =ᶠ[nhds t]
      fun u => Real.arcsin (u / √(1 - x ^ 2)) / π := by
    filter_upwards [Ioo_mem_nhds ht hc] with u hu
    rw [ritzDensity_eq hu.1.le hx, min_eq_right ((div_le_one (ht.trans hc)).mpr hu.2.le)]
  refine (hd.congr_of_eventuallyEq he).congr_deriv ?_
  rw [arcsineDensity, Real.sq_sqrt hpos,
    show 1 - t ^ 2 - x ^ 2 = 1 - x ^ 2 - t ^ 2 by ring]
```

## Where the density saturates

The arcsine reaches π/2 only at argument 1, so for t ≥ 0 and |x| < 1

ρ(t, x) = 1/2 ⇔ min(1, t/c) = 1 ⇔ t ≥ c ⇔ x² + t² ≥ 1.

The chain of rewrites in the proof follows these equivalences from left to right.

```lean
/-- The Ritz density equals the eigenvalue density `1/2` exactly when `x² + t² ≥ 1`. -/
theorem ritzDensity_eq_half_iff {t x : ℝ} (ht : 0 ≤ t) (hx : |x| < 1) :
    ritzDensity t x = 1 / 2 ↔ 1 ≤ x ^ 2 + t ^ 2 := by
  have hc : 0 < √(1 - x ^ 2) :=
    Real.sqrt_pos.mpr (sub_pos.mpr ((sq_lt_one_iff_abs_lt_one x).mpr hx))
  rw [ritzDensity_eq ht hx, div_eq_iff Real.pi_ne_zero, show (1 / 2 : ℝ) * π = π / 2 by ring,
    Real.arcsin_eq_pi_div_two, le_min_iff, one_le_div hc, Real.sqrt_le_iff]
  constructor
  · rintro ⟨-, -, h⟩
    linarith
  · intro h
    exact ⟨le_rfl, ht, by linarith⟩
```

For 0 < t < 1, the condition x² + t² ≥ 1 reads x² ≥ 1 − t², which is |x| ≥ √(1 − t²). The bound ρ ≤ 1/2 holds because an arcsine never exceeds π/2. The edge √(1 − t²) lies strictly between 0 and 1, so both regions occur: at x = 0 the density is arcsin(t)/π < 1/2, while every x with √(1 − t²) ≤ |x| < 1 is saturated.

The theorem `ritzDensity_saturation` collects these statements. Its hypotheses `ht0` and `ht1` say that some steps have been taken, but fewer than the dimension. The condition `|x| < 1` keeps x inside the spectrum and leaves out the end points, where c vanishes and the defining integral is 0. The uniform spectrum enters twice, through the half-width √(1 − s²) of the stages and through the number `1 / 2`. For another spectrum both would have to change.

```lean
/-- For `0 < t < 1` the edge `√(1 - t²)` lies strictly between 0 and 1. At every `|x| < 1` the
Ritz density has the stated arcsine form, is at most the eigenvalue density `1/2`, and equals
it exactly when `|x|` is at or beyond the edge. -/
theorem ritzDensity_saturation {t : ℝ} (ht0 : 0 < t) (ht1 : t < 1) :
    0 < √(1 - t ^ 2) ∧ √(1 - t ^ 2) < 1 ∧
    ∀ x : ℝ, |x| < 1 →
      ritzDensity t x = Real.arcsin (min 1 (t / √(1 - x ^ 2))) / π ∧
      ritzDensity t x ≤ 1 / 2 ∧
      (ritzDensity t x = 1 / 2 ↔ √(1 - t ^ 2) ≤ |x|) := by
  refine ⟨Real.sqrt_pos.mpr (by nlinarith), ?_, ?_⟩
  · rw [Real.sqrt_lt' one_pos]
    nlinarith [pow_pos ht0 2]
  · intro x hx
    refine ⟨ritzDensity_eq ht0.le hx, ?_, ?_⟩
    · -- the arcsine never exceeds a right angle
      rw [ritzDensity_eq ht0.le hx, div_le_iff₀ Real.pi_pos]
      linarith [Real.arcsin_le_pi_div_two (min 1 (t / √(1 - x ^ 2)))]
    · rw [ritzDensity_eq_half_iff ht0.le hx, Real.sqrt_le_iff, sq_abs]
      constructor
      · intro h
        exact ⟨abs_nonneg x, by linarith⟩
      · rintro ⟨-, h⟩
        linarith

end

end LanczosRitzDensity
```

```lean
#print axioms LanczosRitzDensity.arcsineDensity_normalized
#print axioms LanczosRitzDensity.ritzDensity_growth
#print axioms LanczosRitzDensity.ritzDensity_saturation
```

```
'LanczosRitzDensity.arcsineDensity_normalized' depends on axioms: [propext, Classical.choice, Quot.sound]
'LanczosRitzDensity.ritzDensity_growth' depends on axioms: [propext, Classical.choice, Quot.sound]
'LanczosRitzDensity.ritzDensity_saturation' depends on axioms: [propext, Classical.choice, Quot.sound]
```

In electronic structure, Lanczos is often applied to large Hamiltonians for their lowest states. In this model, restricted to a uniform spectrum and exact arithmetic, the Ritz density catches up with the eigenvalue density at both ends of the spectrum first, and the saturated bands widen inwards as t grows. Equal densities alone do not show that any individual Ritz value lies much closer to an eigenvalue than the level spacing. For a given symmetric matrix, the residual norm of a normalised Ritz vector bounds the distance from its Ritz value to the nearest eigenvalue.
